# With A and G positive definite and B of full row rank, a constraint preconditioner gives a real, positive spectrum

In a charge-equilibration step I solve a linear system for atomic charges that minimise a quadratic energy at fixed total charge. The matrix is K = [[A,Bᵀ],[B,0]], where A is the hardness matrix and B is a single row of ones. To precondition an iterative solver, I replace A by something easy to invert, such as its diagonal G, but keep the constraint blocks exactly: P = [[G,Bᵀ],[B,0]].

K and P are both indefinite, and P⁻¹K is not symmetric in general. Still, I believe that all its complex eigenvalues are real and positive, and that an eigenvector with eigenvalue other than 1 moves charge around without changing the total. Can this be made rigorous, for any number of independent linear constraints, and checked by machine?

## Yes: the constraint forces drop out of the quadratic form

Take A and G Hermitian positive definite, and write Bᴴ for the conjugate transpose, which is Bᵀ for real entries. Full row rank means that Bᴴy = 0 only for y = 0. Write a vector as v = (x,y), with displacements x (here charges) and multipliers y, and let ⟨u,w⟩ = Σᵢ conj(uᵢ) wᵢ.

If Bx = 0, the constraint force Bᴴy is orthogonal to x:

⟨x, Bᴴy⟩ = ⟨Bx, y⟩ = 0.

This makes P invertible. Suppose Pv = 0, so that Gx + Bᴴy = 0 and Bx = 0. Taking the inner product of the first equation with x gives ⟨x,Gx⟩ = 0, hence x = 0. Then Bᴴy = 0, hence y = 0.

The eigenproblem P⁻¹Kv = μv is therefore equivalent to Kv = μPv, or in blocks

Ax + Bᴴy = μ(Gx + Bᴴy)

Bx = μBx.

If μ = 1, it is already real and positive. If μ ≠ 1, the lower equation reads (1 − μ)Bx = 0, so Bx = 0. Moreover x ≠ 0: with x = 0 the upper equation would give (1 − μ)Bᴴy = 0, hence y = 0 and v = 0, which is not an eigenvector. The inner product of the upper equation with x now loses both constraint terms:

⟨x,Ax⟩ = μ⟨x,Gx⟩.

Both quadratic forms are positive real numbers, so μ is their quotient and is itself real and positive.

Two more facts follow. For μ = 1 the terms Bᴴy cancel, leaving Ax = Gx with y arbitrary. And if a⟨x,Gx⟩ ≤ ⟨x,Ax⟩ ≤ b⟨x,Gx⟩ whenever Bx = 0, every eigenvalue other than 1 lies between a and b.

For real matrices, eigenvectors may still be complex, so positivity must extend to them. With x = u + iw and A symmetric,

⟨x,Ax⟩ = uᵀAu + wᵀAw + i(uᵀAw − wᵀAu) = uᵀAu + wᵀAw,

which is positive for x ≠ 0. Full row rank extends in the same way, by taking real and imaginary parts of y.

Here is the complete Lean file.

```lean
import Mathlib

open Matrix
open scoped ComplexOrder

namespace ConstraintPreconditioner

noncomputable section

variable {n m : Type*} [Fintype n] [Fintype m] [DecidableEq n] [DecidableEq m]

/-- The saddle-point matrix `[[H, Bᴴ], [B, 0]]` of a quadratic form `H` with linear
constraints `B`; for real entries `Bᴴ` is the transpose. -/
def saddle {R : Type*} [Ring R] [StarRing R] (H : Matrix n n R) (B : Matrix m n R) :
    Matrix (n ⊕ m) (n ⊕ m) R :=
  fromBlocks H Bᴴ B 0

/-- The constraint matrix `B` has full row rank: only the zero multiplier gives zero
constraint force `Bᴴ y`. -/
def FullRowRank {R : Type*} [Ring R] [StarRing R] (B : Matrix m n R) : Prop :=
  ∀ y : m → R, Bᴴ *ᵥ y = 0 → y = 0

/-- The entries of a real matrix read as complex numbers. -/
abbrev toC {p q : Type*} (M : Matrix p q ℝ) : Matrix p q ℂ := M.map Complex.ofRealHom

omit [DecidableEq n] [DecidableEq m] in
/-- The saddle-point matrix acts on `v = (x, y)` as `(H x + Bᴴ y, B x)`. -/
theorem saddle_mulVec (H : Matrix n n ℂ) (B : Matrix m n ℂ) (v : n ⊕ m → ℂ) :
    saddle H B *ᵥ v =
      Sum.elim (H *ᵥ (v ∘ Sum.inl) + Bᴴ *ᵥ (v ∘ Sum.inr)) (B *ᵥ (v ∘ Sum.inl)) := by
  simp [saddle, fromBlocks_mulVec]

omit [DecidableEq n] [DecidableEq m] in
/-- A constraint force `Bᴴ y` is orthogonal to every displacement `x` with `B x = 0`. -/
theorem constraint_force_orthogonal {B : Matrix m n ℂ} {x : n → ℂ} (hx : B *ᵥ x = 0)
    (y : m → ℂ) : star x ⬝ᵥ (Bᴴ *ᵥ y) = 0 := by
  have h : star x ⬝ᵥ (Bᴴ *ᵥ y) = star (B *ᵥ x) ⬝ᵥ y := by
    rw [Matrix.star_mulVec, Matrix.dotProduct_mulVec]
  rw [h, hx, star_zero, zero_dotProduct]

/-- The constraint preconditioner is invertible when `G` is positive definite and `B` has
full row rank. -/
theorem isUnit_det_saddle {G : Matrix n n ℂ} {B : Matrix m n ℂ} (hG : G.PosDef)
    (hB : FullRowRank B) : IsUnit (saddle G B).det := by
  rw [isUnit_iff_ne_zero]
  intro h0
  obtain ⟨v, hv, h⟩ := Matrix.exists_mulVec_eq_zero_iff.2 h0
  rw [saddle_mulVec] at h
  have h1 : G *ᵥ (v ∘ Sum.inl) + Bᴴ *ᵥ (v ∘ Sum.inr) = 0 :=
    funext fun i => congrFun h (Sum.inl i)
  have h2 : B *ᵥ (v ∘ Sum.inl) = 0 := funext fun i => congrFun h (Sum.inr i)
  -- projecting on the upper block removes the constraint force
  have hx : v ∘ Sum.inl = 0 := by
    by_contra hx
    have h3 := congrArg (fun w => star (v ∘ Sum.inl) ⬝ᵥ w) h1
    simp only [dotProduct_add, constraint_force_orthogonal h2, add_zero,
      dotProduct_zero] at h3
    exact (hG.dotProduct_mulVec_pos hx).ne' h3
  rw [hx, Matrix.mulVec_zero, zero_add] at h1
  have hy := hB _ h1
  apply hv
  funext i
  rcases i with i | i
  · exact congrFun hx i
  · exact congrFun hy i

/-- The preconditioned eigenproblem `P⁻¹ K v = μ v` is equivalent to the generalised
eigenproblem `K v = μ P v`. -/
theorem eigen_iff_generalized (A : Matrix n n ℂ) {G : Matrix n n ℂ} {B : Matrix m n ℂ}
    (hG : G.PosDef) (hB : FullRowRank B) (μ : ℂ) (v : n ⊕ m → ℂ) :
    ((saddle G B)⁻¹ * saddle A B) *ᵥ v = μ • v ↔
      saddle A B *ᵥ v = μ • (saddle G B *ᵥ v) := by
  have hP := isUnit_det_saddle hG hB
  constructor
  · intro h
    calc saddle A B *ᵥ v
        = saddle G B *ᵥ (((saddle G B)⁻¹ * saddle A B) *ᵥ v) := by
          rw [Matrix.mulVec_mulVec, ← mul_assoc, Matrix.mul_nonsing_inv _ hP, one_mul]
      _ = μ • (saddle G B *ᵥ v) := by rw [h, Matrix.mulVec_smul]
  · intro h
    rw [← Matrix.mulVec_mulVec, h, Matrix.mulVec_smul, Matrix.mulVec_mulVec,
      Matrix.nonsing_inv_mul _ hP, Matrix.one_mulVec]

/-- An eigenvector of `P⁻¹ K` with eigenvalue `μ ≠ 1` has a nonzero upper block `x` that
satisfies `B x = 0` and `⟨x, A x⟩ = μ ⟨x, G x⟩`. -/
theorem reduced_eigenproblem {A G : Matrix n n ℂ} {B : Matrix m n ℂ} (hG : G.PosDef)
    (hB : FullRowRank B) {μ : ℂ} {v : n ⊕ m → ℂ} (hv : v ≠ 0) (hμ : μ ≠ 1)
    (h : ((saddle G B)⁻¹ * saddle A B) *ᵥ v = μ • v) :
    v ∘ Sum.inl ≠ 0 ∧ B *ᵥ (v ∘ Sum.inl) = 0 ∧
      star (v ∘ Sum.inl) ⬝ᵥ (A *ᵥ (v ∘ Sum.inl)) =
        μ * (star (v ∘ Sum.inl) ⬝ᵥ (G *ᵥ (v ∘ Sum.inl))) := by
  rw [eigen_iff_generalized A hG hB, saddle_mulVec, saddle_mulVec] at h
  have h1 : A *ᵥ (v ∘ Sum.inl) + Bᴴ *ᵥ (v ∘ Sum.inr) =
      μ • (G *ᵥ (v ∘ Sum.inl) + Bᴴ *ᵥ (v ∘ Sum.inr)) :=
    funext fun i => congrFun h (Sum.inl i)
  have h2 : B *ᵥ (v ∘ Sum.inl) = μ • (B *ᵥ (v ∘ Sum.inl)) :=
    funext fun i => congrFun h (Sum.inr i)
  have hne : (1 : ℂ) - μ ≠ 0 := sub_ne_zero.2 hμ.symm
  -- the lower block reads (1 - μ) B x = 0
  have hBx : B *ᵥ (v ∘ Sum.inl) = 0 := by
    have h3 : (1 - μ) • (B *ᵥ (v ∘ Sum.inl)) = 0 := by
      rw [sub_smul, one_smul, ← h2, sub_self]
    exact (smul_eq_zero.1 h3).resolve_left hne
  refine ⟨fun hx => hv ?_, hBx, ?_⟩
  · -- a vanishing upper block would force the multipliers to vanish too
    simp only [hx, Matrix.mulVec_zero, zero_add] at h1
    have h3 : (1 - μ) • (Bᴴ *ᵥ (v ∘ Sum.inr)) = 0 := by
      rw [sub_smul, one_smul, ← h1, sub_self]
    have hy := hB _ ((smul_eq_zero.1 h3).resolve_left hne)
    funext i
    rcases i with i | i
    · exact congrFun hx i
    · exact congrFun hy i
  · have h3 := congrArg (fun w => star (v ∘ Sum.inl) ⬝ᵥ w) h1
    simpa only [dotProduct_add, dotProduct_smul, smul_eq_mul,
      constraint_force_orthogonal hBx, add_zero] using h3

/-- For Hermitian positive definite `A`, `G` and `B` of full row rank, every eigenvalue of
`P⁻¹ K` is real and positive, and eigenvectors for eigenvalues other than 1 satisfy
`B x = 0`. -/
theorem constraint_preconditioner {A G : Matrix n n ℂ} {B : Matrix m n ℂ} (hA : A.PosDef)
    (hG : G.PosDef) (hB : FullRowRank B) {μ : ℂ} {v : n ⊕ m → ℂ} (hv : v ≠ 0)
    (h : ((saddle G B)⁻¹ * saddle A B) *ᵥ v = μ • v) :
    μ.im = 0 ∧ 0 < μ.re ∧ (μ ≠ 1 → B *ᵥ (v ∘ Sum.inl) = 0) := by
  by_cases hμ : μ = 1
  · subst hμ
    simp
  obtain ⟨hx, hBx, hq⟩ := reduced_eigenproblem hG hB hv hμ h
  -- μ is a quotient of two positive real numbers
  obtain ⟨ha, ha'⟩ := Complex.lt_def.1 (hA.dotProduct_mulVec_pos hx)
  obtain ⟨hg, hg'⟩ := Complex.lt_def.1 (hG.dotProduct_mulVec_pos hx)
  rw [hq] at ha ha'
  simp only [Complex.mul_re, Complex.mul_im, Complex.zero_re, Complex.zero_im] at ha ha' hg hg'
  rw [← hg', mul_zero, sub_zero] at ha
  rw [← hg', mul_zero, zero_add] at ha'
  exact ⟨(mul_eq_zero.1 ha'.symm).resolve_right hg.ne',
    (mul_pos_iff_of_pos_right hg).1 ha, fun _ => hBx⟩

/-- A vector `(x, y)` is left unchanged by `P⁻¹ K` exactly when `A x = G x`. -/
theorem fixed_iff (A : Matrix n n ℂ) {G : Matrix n n ℂ} {B : Matrix m n ℂ}
    (hG : G.PosDef) (hB : FullRowRank B) (v : n ⊕ m → ℂ) :
    ((saddle G B)⁻¹ * saddle A B) *ᵥ v = v ↔
      A *ᵥ (v ∘ Sum.inl) = G *ᵥ (v ∘ Sum.inl) := by
  have h := eigen_iff_generalized A hG hB 1 v
  rw [one_smul, one_smul, saddle_mulVec, saddle_mulVec] at h
  rw [h]
  constructor
  · intro h0
    have h1 : A *ᵥ (v ∘ Sum.inl) + Bᴴ *ᵥ (v ∘ Sum.inr) =
        G *ᵥ (v ∘ Sum.inl) + Bᴴ *ᵥ (v ∘ Sum.inr) :=
      funext fun i => congrFun h0 (Sum.inl i)
    exact add_right_cancel h1
  · intro h0
    rw [h0]

/-- Let `G` be positive definite and `B` of full row rank. If `a ⟨x, G x⟩ ≤ ⟨x, A x⟩ ≤ b ⟨x, G x⟩`
(real parts) for all `x` with `B x = 0`, then every eigenvalue of `P⁻¹ K` other than 1 has real part
between `a` and `b`. -/
theorem eigenvalue_bounds {A G : Matrix n n ℂ} {B : Matrix m n ℂ} (hG : G.PosDef)
    (hB : FullRowRank B) {a b : ℝ}
    (hab : ∀ x : n → ℂ, B *ᵥ x = 0 →
      a * (star x ⬝ᵥ (G *ᵥ x)).re ≤ (star x ⬝ᵥ (A *ᵥ x)).re ∧
      (star x ⬝ᵥ (A *ᵥ x)).re ≤ b * (star x ⬝ᵥ (G *ᵥ x)).re)
    {μ : ℂ} {v : n ⊕ m → ℂ} (hv : v ≠ 0) (hμ : μ ≠ 1)
    (h : ((saddle G B)⁻¹ * saddle A B) *ᵥ v = μ • v) : a ≤ μ.re ∧ μ.re ≤ b := by
  obtain ⟨hx, hBx, hq⟩ := reduced_eigenproblem hG hB hv hμ h
  obtain ⟨hg, hg'⟩ := Complex.lt_def.1 (hG.dotProduct_mulVec_pos hx)
  obtain ⟨h1, h2⟩ := hab _ hBx
  simp only [Complex.zero_re, Complex.zero_im] at hg hg'
  rw [hq, Complex.mul_re, ← hg', mul_zero, sub_zero] at h1 h2
  exact ⟨le_of_mul_le_mul_right h1 hg, le_of_mul_le_mul_right h2 hg⟩

omit [DecidableEq n] in
/-- A real symmetric positive definite matrix is positive definite on complex vectors. -/
theorem posDef_toC {A : Matrix n n ℝ} (hA : A.PosDef) : (toC A).PosDef := by
  have hT : Aᵀ = A := by
    rw [← Matrix.conjTranspose_eq_transpose_of_trivial]
    exact hA.isHermitian
  refine Matrix.posDef_iff_dotProduct_mulVec.2 ⟨Matrix.IsHermitian.ext fun i j => ?_, ?_⟩
  · have h : A j i = A i j := congrFun (congrFun hT i) j
    simp [h]
  intro x hx
  let u : n → ℝ := fun i => (x i).re
  let w : n → ℝ := fun i => (x i).im
  -- split the quadratic form into real and imaginary parts of x
  have hre : (star x ⬝ᵥ (toC A *ᵥ x)).re = u ⬝ᵥ (A *ᵥ u) + w ⬝ᵥ (A *ᵥ w) := by
    simp [u, w, dotProduct, Matrix.mulVec, Finset.sum_add_distrib]
  have him : (star x ⬝ᵥ (toC A *ᵥ x)).im = u ⬝ᵥ (A *ᵥ w) - w ⬝ᵥ (A *ᵥ u) := by
    simp [u, w, dotProduct, Matrix.mulVec, Finset.sum_add_distrib, sub_eq_add_neg]
  have hsym : u ⬝ᵥ (A *ᵥ w) = w ⬝ᵥ (A *ᵥ u) := by
    rw [Matrix.dotProduct_mulVec, ← Matrix.mulVec_transpose, hT, dotProduct_comm]
  have hpos : ∀ z : n → ℝ, z ≠ 0 → 0 < z ⬝ᵥ (A *ᵥ z) := fun z hz => by
    simpa using hA.dotProduct_mulVec_pos hz
  have hnn : ∀ z : n → ℝ, 0 ≤ z ⬝ᵥ (A *ᵥ z) := fun z => by
    by_cases hz : z = 0
    · simp [hz]
    · exact (hpos z hz).le
  refine Complex.lt_def.2 ⟨?_, ?_⟩
  · rw [hre, Complex.zero_re]
    by_cases hu : u = 0
    · have hw : w ≠ 0 := fun hw =>
        hx (funext fun i => Complex.ext (congrFun hu i) (congrFun hw i))
      linarith [hnn u, hpos w hw]
    · linarith [hpos u hu, hnn w]
  · rw [him, hsym, sub_self, Complex.zero_im]

/-- For real symmetric positive definite `A`, `G` and real `B` of full row rank, every complex
eigenvalue of `P⁻¹ K` is real and positive, and eigenvectors for eigenvalues other than 1
satisfy `B x = 0`. -/
theorem constraint_preconditioner_real {A G : Matrix n n ℝ} {B : Matrix m n ℝ}
    (hA : A.PosDef) (hG : G.PosDef) (hB : FullRowRank B) {μ : ℂ} {v : n ⊕ m → ℂ}
    (hv : v ≠ 0) (h : toC ((saddle G B)⁻¹ * saddle A B) *ᵥ v = μ • v) :
    μ.im = 0 ∧ 0 < μ.re ∧ (μ ≠ 1 → toC B *ᵥ (v ∘ Sum.inl) = 0) := by
  have hs : ∀ H : Matrix n n ℝ, toC (saddle H B) = saddle (toC H) (toC B) := fun H => by
    ext i j
    rcases i with i | i <;> rcases j with j | j <;> simp [saddle]
  have hmul : ∀ M N : Matrix (n ⊕ m) (n ⊕ m) ℝ, toC (M * N) = toC M * toC N :=
    fun M N => Matrix.map_mul
  -- full row rank survives complexification
  have hBC : FullRowRank (toC B) := fun y hy => by
    have h1 : Bᴴ *ᵥ (fun i => (y i).re) = 0 := by
      funext j
      simpa [Matrix.mulVec, dotProduct] using congrArg Complex.re (congrFun hy j)
    have h2 : Bᴴ *ᵥ (fun i => (y i).im) = 0 := by
      funext j
      simpa [Matrix.mulVec, dotProduct] using congrArg Complex.im (congrFun hy j)
    exact funext fun i => Complex.ext (congrFun (hB _ h1) i) (congrFun (hB _ h2) i)
  have hdet : IsUnit (saddle G B).det := by
    rw [isUnit_iff_ne_zero]
    intro h0
    apply (isUnit_det_saddle (posDef_toC hG) hBC).ne_zero
    have h1 := RingHom.map_det Complex.ofRealHom (saddle G B)
    rw [h0, map_zero] at h1
    rw [← hs]
    exact h1.symm
  -- so does the inverse of the preconditioner
  have hinv : (saddle (toC G) (toC B))⁻¹ = toC (saddle G B)⁻¹ := by
    apply Matrix.inv_eq_right_inv
    rw [← hs, ← hmul, Matrix.mul_nonsing_inv _ hdet]
    exact Matrix.map_one _ (map_zero _) (map_one _)
  apply constraint_preconditioner (posDef_toC hA) (posDef_toC hG) hBC hv
  rw [hinv, ← hs, ← hmul]
  exact h

end

end ConstraintPreconditioner
```

```lean
#print axioms ConstraintPreconditioner.fixed_iff
#print axioms ConstraintPreconditioner.eigenvalue_bounds
#print axioms ConstraintPreconditioner.constraint_preconditioner_real
```

```
'ConstraintPreconditioner.fixed_iff' depends on axioms: [propext, Classical.choice, Quot.sound]
'ConstraintPreconditioner.eigenvalue_bounds' depends on axioms: [propext, Classical.choice, Quot.sound]
'ConstraintPreconditioner.constraint_preconditioner_real' depends on axioms: [propext, Classical.choice, Quot.sound]
```

## What the theorems say about the charges

Your case is `constraint_preconditioner_real`. Its matrices have real entries, and `PosDef` includes symmetry. The product P⁻¹K is formed over the reals, and `toC` then reads its entries as complex numbers, so that `μ` and `v` can be complex. An eigenpair is a number `μ` together with a nonzero `v` satisfying the eigenvalue equation. The conclusion `μ.im = 0 ∧ 0 < μ.re` says that the eigenvalue is real and positive; the last part says that Bx = 0 if `μ ≠ 1`. The theorem `constraint_preconditioner` is the complex Hermitian version.

`saddle H B` builds K from A and P from G. Vectors live on the sum type `n ⊕ m`: `v ∘ Sum.inl` is x and `v ∘ Sum.inr` is y. Every theorem about P⁻¹K assumes that G is positive definite and B has full row rank, even where its docstring does not repeat this.

The hypotheses have direct physical meanings:

- Positive definite A means that every charge displacement costs energy to second order, including displacements that the constraint forbids. This is assumed of the hardness matrix, not derived from a model of the atoms.
- Positive definite G asks the same of the approximate energy. Your choice, the diagonal of A, satisfies this whenever A is positive definite, because each diagonal entry is the value of ⟨x,Ax⟩ at a unit vector.
- `FullRowRank` means that no constraint is redundant. A single row of ones satisfies it as soon as there is an atom.

In `eigenvalue_bounds` the matrix A need not even be Hermitian, so μ may be complex and the bounds are stated for its real part. For a finite quadratic energy model with exact linear constraints, where A is Hermitian, they show that a positive definite G keeps the eigenvalues other than 1 close to 1 if its quadratic form is close to that of A, in relative terms, on the displacements that respect the constraints.

The setting is exact arithmetic with P inverted exactly and a zero lower-right block. Convergence rates are not addressed: P⁻¹K may lack a full basis of eigenvectors, so its eigenvalues alone do not fix an iteration count.

## How the Lean proof follows the block equations

`saddle_mulVec` writes out the block action, and `constraint_force_orthogonal` moves B across the inner product. In `isUnit_det_saddle`, a zero determinant would supply a nonzero kernel vector, which the argument for P above rules out. `eigen_iff_generalized` then multiplies by P or P⁻¹ to pass between the two eigenproblems.

The central lemma is `reduced_eigenproblem`. It reads off the two block equations as `h1` and `h2`, obtains Bx = 0 from the factor 1 − μ, excludes x = 0, and applies `congrArg` to take the inner product of `h1` with x.

`constraint_preconditioner` treats μ = 1 separately. Otherwise `Complex.lt_def` splits each positive quadratic form into a positive real part and a zero imaginary part, and comparing parts in ⟨x,Ax⟩ = μ⟨x,Gx⟩ gives the claim. `eigenvalue_bounds` divides the assumed inequalities by ⟨x,Gx⟩, while `fixed_iff` cancels Bᴴy at μ = 1.

For real matrices, `posDef_toC` carries out the u + iw computation. The final theorem shows that full row rank (`hBC`) and the inverse of P (`hinv`) also survive the passage to complex entries, and then applies the complex theorem.
